# An open SSH chain of $N\ge 1$ cells with nonzero real hoppings $v$ (intracell) and $w$ (intercell) has energies $\pm E$ with $0<E\le |v|\,|v/w|^{N-1}$

**Q:** I need an open chain long enough that its near-zero pair lies below an energy tolerance $\tau$. For $|v|<|w|$ I take the smallest $N$ with $|v|\,|v/w|^{N-1}\le\tau$ and diagonalise. That estimate comes from an edge state that is not an eigenstate. Why should it bound an actual eigenvalue?

**A:** Because the edge state fails the eigenvalue equation at zero energy by a known amount. Number the cells $n=0,\dots,N-1$, with amplitudes $a_n$ on the A sites and $b_n$ on the B sites. The equations are

$$v b_n+w b_{n-1}=E a_n,\qquad v a_n+w a_{n+1}=E b_n,$$

with $b_{-1}=a_N=0$ at the open ends. Put $b=0$ and $a_n=r^n$ with $r=-v/w$. Then $v a_n+w a_{n+1}=r^n(v+wr)=0$ in every cell but the last, where $v r^{N-1}$ remains. Call this state $x$ and the Hamiltonian $H$. Then

$$\|Hx\|^2=v^2(v/w)^{2(N-1)},\qquad \|x\|^2=S:=\sum_{n=0}^{N-1}(v/w)^{2n}.$$

After normalisation the state has mean energy zero and energy spread $|v|\,|v/w|^{N-1}/\sqrt S$.

**Q:** A small spread is still not an eigenvalue.

**A:** Expand $x=\sum_j c_j u_j$ in orthonormal eigenvectors with energies $E_j$. Then $\|x\|^2=\sum_j c_j^2$ and $\|Hx\|^2=\sum_j E_j^2c_j^2$, so

$$\sum_j\left(E_j^2\|x\|^2-\|Hx\|^2\right)c_j^2=0.$$

If every bracket were positive, all $c_j$ would vanish, yet $x\neq0$. So some energy satisfies $E^2S\le v^2(v/w)^{2(N-1)}$. The term $n=0$ gives $S\ge1$, and taking square roots yields $|E|\le|v|\,|v/w|^{N-1}$.

**Q:** Could that energy be exactly zero? And where does its partner come from?

**A:** At $E=0$ the first equation gives $v b_0=0$, so $b_0=0$, then $b_1=0$, and so on up the chain. The second gives $a_{N-1}=0$ and then works downwards. Nothing is left, so $E\ne0$. For the partner, replace $b$ by $-b$: both equations then hold with $-E$. Choosing the positive member of the pair gives the claim.

**Q:** Now convince me that the Lean matrix is this chain, and not a ring or something with the bonds swapped.

```lean
import Mathlib

open Matrix

namespace SSHEdgePair
```

**A:** The hopping block has A sites as rows and B sites as columns. It contains $v$ on the diagonal and $w$ where the row index is one more than the column index. No entry $w$ links the last B site back to the first A site, so the chain is open, and it starts on an A site and ends on a B site.

```lean
/-- Hopping amplitudes from B sites (columns) to A sites (rows): `v` within a cell,
`w` from B of one cell to A of the next. -/
def hop (N : ℕ) (v w : ℝ) : Matrix (Fin N) (Fin N) ℝ :=
  Matrix.of fun m n => (if m = n then v else 0) + (if m.val = n.val + 1 then w else 0)
```

The full Hamiltonian acts on `Fin N ⊕ Fin N`, two copies of the cell index, which makes $2N$ sites. The zero diagonal blocks mean equal on-site energies, taken as the origin, and no hopping within a sublattice.

```lean
/-- Hamiltonian of the open SSH chain with `N` cells; the left summand labels the A sites,
the right summand the B sites. -/
def ham (N : ℕ) (v w : ℝ) : Matrix (Fin N ⊕ Fin N) (Fin N ⊕ Fin N) ℝ :=
  Matrix.fromBlocks 0 (hop N v w) (hop N v w)ᵀ 0
```

**Q:** What counts as an energy?

**A:** A real number with a nonzero real eigenvector. Real vectors suffice because the matrix is real and symmetric.

```lean
/-- `E` is an energy of the chain: the Hamiltonian has a nonzero eigenvector for it. -/
def IsEnergy (N : ℕ) (v w E : ℝ) : Prop :=
  ∃ ψ : Fin N ⊕ Fin N → ℝ, ψ ≠ 0 ∧ ham N v w *ᵥ ψ = E • ψ
```

The trial state is defined on the A sublattice only and is left unnormalised.

```lean
/-- The geometric state on the A sublattice, with amplitude `r ^ n` in cell `n`. -/
def edge (N : ℕ) (r : ℝ) : Fin N → ℝ := fun n => r ^ n.val
```

**Q:** Then what exactly is asserted?

**A:** `edge_pair_exponential` says: if `0 < N`, `v ≠ 0` and `w ≠ 0`, there is a real $E$ with $0<E\le|v|\,|v/w|^{N-1}$ such that $E$ and $-E$ are both energies. `edge_pair` is sharper, since it keeps the factor $S$. Physically, $v\neq0$ means that the two sites of a cell are coupled, and $w\ne0$ that neighbouring cells are.

**Q:** I see no condition $|v|<|w|$.

**A:** None is needed for truth, only for usefulness. If $|v|\ge|w|$, the bound is at least $|v|$ and signals no small pair. The statement also doesn't say that the eigenvectors sit at the ends, that the pair is the only small one, or that a winding number predicts it. "SSH" (Su–Schrieffer–Heeger) here means non-interacting electrons on a frozen lattice with two alternating hoppings; lattice motion and disorder are absent.

**Q:** What goes wrong if $v=0$?

**A:** Take $N=2$, $v=0$, $w=1$. The two end sites are isolated and the middle bond gives $\pm1$, so the energies are $0,0,1,-1$. The bound would demand $0<E\le0$. The end modes are now exact zero modes, and it is the strict positivity that fails.

**Q:** Show me how the proof gets from the matrix to your two sublattice equations.

**A:** The first lemma multiplies out the blocks: $H$ sends A amplitudes to B sites and B amplitudes to A sites.

```lean
variable {N : ℕ} {v w E : ℝ}

/-- The Hamiltonian sends B amplitudes `b` to the A sites through `hop`, and A amplitudes `a` to the
B sites through its transpose. -/
theorem ham_mulVec (a b : Fin N → ℝ) :
    ham N v w *ᵥ Sum.elim a b = Sum.elim (hop N v w *ᵥ b) ((hop N v w)ᵀ *ᵥ a) := by
  simp [ham, Matrix.fromBlocks_mulVec]
```

The next one splits an eigenvector into $a$ and $b$, and reassembles it in the other direction. "Nonzero eigenvector" becomes "$a$ and $b$ are not both zero".

```lean
/-- The eigenvalue equation is a pair of coupled equations for the A amplitudes `a`
and the B amplitudes `b`, not both zero. -/
theorem isEnergy_iff : IsEnergy N v w E ↔ ∃ a b : Fin N → ℝ, (a ≠ 0 ∨ b ≠ 0) ∧
    hop N v w *ᵥ b = E • a ∧ (hop N v w)ᵀ *ᵥ a = E • b := by
  constructor
  · rintro ⟨ψ, h0, h⟩
    have hψ := Sum.elim_comp_inl_inr ψ
    rw [← hψ, ham_mulVec] at h
    refine ⟨ψ ∘ Sum.inl, ψ ∘ Sum.inr, ?_, funext fun i => congrFun h (Sum.inl i),
      funext fun i => congrFun h (Sum.inr i)⟩
    by_contra hc
    rw [not_or, not_not, not_not] at hc
    exact h0 (funext (Sum.forall.2 ⟨fun i => congrFun hc.1 i, fun i => congrFun hc.2 i⟩))
  · rintro ⟨a, b, h0, h1, h2⟩
    refine ⟨Sum.elim a b, fun h => ?_, ?_⟩
    · rcases h0 with h0 | h0
      · exact h0 (funext fun i => congrFun h (Sum.inl i))
      · exact h0 (funext fun i => congrFun h (Sum.inr i))
    · rw [ham_mulVec]
      exact funext (Sum.forall.2 ⟨fun i => congrFun h1 i, fun i => congrFun h2 i⟩)
```

The sign change on B then gives the partner energy.

```lean
/-- Chiral symmetry: if `E` is an energy of the chain, so is `-E`. -/
theorem IsEnergy.neg (h : IsEnergy N v w E) : IsEnergy N v w (-E) := by
  obtain ⟨a, b, h0, h1, h2⟩ := isEnergy_iff.1 h
  -- reverse the sign of the wavefunction on the B sublattice
  refine isEnergy_iff.2 ⟨a, -b, h0.imp id neg_ne_zero.mpr, ?_, ?_⟩
  · rw [Matrix.mulVec_neg, h1, neg_smul]
  · rw [h2, neg_smul, smul_neg, neg_neg]
```

**Q:** And the leftover amplitude at the end?

**A:** `edge_residual` assumes $wr=-v$ and computes each component of the transposed hopping block acting on the edge state. It first writes the component as $v a_n$ plus a sum that picks out $w a_{n+1}$. In the last cell every term of that sum is zero; in every other cell `linear_combination` performs the cancellation $r^n(v+wr)=0$.

```lean
/-- If `w r = -v`, the geometric state solves the zero-mode recurrence in every cell but the
last, where the amplitude `v r ^ (N - 1)` is left over. -/
theorem edge_residual {r : ℝ} (hr : w * r = -v) (n : Fin N) :
    ((hop N v w)ᵀ *ᵥ edge N r) n = if n.val + 1 = N then v * r ^ (N - 1) else 0 := by
  have hrow : ((hop N v w)ᵀ *ᵥ edge N r) n = v * edge N r n +
      ∑ m : Fin N, (if m.val = n.val + 1 then w * edge N r m else 0) := by
    simp only [Matrix.mulVec, dotProduct, Matrix.transpose_apply, hop, Matrix.of_apply, add_mul,
      Finset.sum_add_distrib, ite_mul, zero_mul, Finset.sum_ite_eq', Finset.mem_univ, if_true]
  rw [hrow]
  have hn := n.isLt
  by_cases h : n.val + 1 = N
  · rw [if_pos h, Finset.sum_eq_zero, add_zero]
    · have h' : n.val = N - 1 := by omega
      simp only [edge, h']
    · intro m _
      have hm := m.isLt
      exact if_neg (by omega)
  · rw [if_neg h, Finset.sum_eq_single (⟨n.val + 1, by omega⟩ : Fin N)]
    · simp only [edge, if_true, pow_succ]
      linear_combination r ^ n.val * hr
    · intro m _ hm
      exact if_neg fun h' => hm (Fin.ext h')
    · intro h'
      exact absurd (Finset.mem_univ _) h'
```

**Q:** Is the eigenvalue argument special to this chain?

**A:** No, it is stated for any real symmetric matrix and any nonzero trial vector. In the proof, `parseval` is $\sum_j c_j^2=\|x\|^2$, and `hAx` says that the $j$-th component of $Ax$ is $E_jc_j$. The argument by contradiction assumes that all brackets are positive, and `hsum` is the vanishing weighted sum from before.

```lean
/-- For a real symmetric matrix `A` and a nonzero trial vector `x`, some eigenvalue `E`
satisfies `E² ‖x‖² ≤ ‖A x‖²`. -/
theorem exists_small_eigenvalue {n : Type*} [Fintype n] [DecidableEq n] (A : Matrix n n ℝ)
    (hA : Aᵀ = A) (x : n → ℝ) (hx : x ≠ 0) :
    ∃ (E : ℝ) (y : n → ℝ), y ≠ 0 ∧ A *ᵥ y = E • y ∧
      E ^ 2 * (x ⬝ᵥ x) ≤ (A *ᵥ x) ⬝ᵥ (A *ᵥ x) := by
  have hH : A.IsHermitian := by
    rw [Matrix.IsHermitian, Matrix.conjTranspose_eq_transpose_of_trivial, hA]
  let u : n → n → ℝ := fun j => (hH.eigenvectorBasis j).ofLp
  have hu : ∀ j, A *ᵥ u j = hH.eigenvalues j • u j := fun j => hH.mulVec_eigenvectorBasis j
  have hne : ∀ j, u j ≠ 0 := fun j h =>
    hH.eigenvectorBasis.orthonormal.ne_zero j (by ext i; exact congrFun h i)
  have parseval : ∀ z : n → ℝ, ∑ j, (u j ⬝ᵥ z) ^ 2 = z ⬝ᵥ z := by
    intro z
    have h := hH.eigenvectorBasis.sum_inner_mul_inner (WithLp.toLp 2 z) (WithLp.toLp 2 z)
    simp only [EuclideanSpace.inner_eq_star_dotProduct, star_trivial] at h
    refine Eq.trans (Finset.sum_congr rfl fun j _ => ?_) h
    rw [sq]
    exact congrArg (fun t => (u j ⬝ᵥ z) * t) (dotProduct_comm _ _)
  have hAx : ∀ j, u j ⬝ᵥ (A *ᵥ x) = hH.eigenvalues j * (u j ⬝ᵥ x) := by
    intro j
    rw [Matrix.dotProduct_mulVec, ← Matrix.mulVec_transpose, hA, hu, smul_dotProduct,
      smul_eq_mul]
  by_contra hc
  have hlt : ∀ j, 0 < hH.eigenvalues j ^ 2 * (x ⬝ᵥ x) - (A *ᵥ x) ⬝ᵥ (A *ᵥ x) := fun j =>
    sub_pos.2 (lt_of_not_ge fun h => hc ⟨_, u j, hne j, hu j, h⟩)
  -- a sum with positive weights vanishes, so `x` has no component at all
  have hsum : ∑ j, (hH.eigenvalues j ^ 2 * (x ⬝ᵥ x) - (A *ᵥ x) ⬝ᵥ (A *ᵥ x)) *
      (u j ⬝ᵥ x) ^ 2 = 0 := by
    have h1 := parseval (A *ᵥ x)
    simp only [hAx, mul_pow] at h1
    calc _ = (x ⬝ᵥ x) * ∑ j, hH.eigenvalues j ^ 2 * (u j ⬝ᵥ x) ^ 2
          - ((A *ᵥ x) ⬝ᵥ (A *ᵥ x)) * ∑ j, (u j ⬝ᵥ x) ^ 2 := by
          rw [Finset.mul_sum, Finset.mul_sum, ← Finset.sum_sub_distrib]
          exact Finset.sum_congr rfl fun j _ => by ring
      _ = 0 := by rw [h1, parseval]; ring
  have hz := (Finset.sum_eq_zero_iff_of_nonneg
    (fun j _ => mul_nonneg (hlt j).le (sq_nonneg _))).1 hsum
  apply hx
  apply dotProduct_self_eq_zero.1
  rw [← parseval x]
  exact Finset.sum_eq_zero fun j hj => (mul_eq_zero.1 (hz j hj)).resolve_left (hlt j).ne'
```

**Q:** So the sharper theorem only has to combine these?

**A:** Yes, with one addition. It applies the general lemma to the edge state with $r=-v/w$, and `hres` evaluates the squared residual from the single last B site. To exclude $E=0$, it replaces my site-by-site elimination by a determinant: the hopping block is lower triangular with diagonal $v$, so its determinant is nonzero, and neither it nor its transpose annihilates a nonzero vector. Finally it passes to $|E|$, which is an energy because both signs are.

```lean
/-- For nonzero `v`, `w` and at least one cell, the chain has a pair of nonzero energies `±E`
bounded by the residual of the geometric edge state relative to its norm. -/
theorem edge_pair (hN : 0 < N) (hv : v ≠ 0) (hw : w ≠ 0) :
    ∃ E, 0 < E ∧ IsEnergy N v w E ∧ IsEnergy N v w (-E) ∧
      E ^ 2 * ∑ n : Fin N, (v / w) ^ (2 * n.val) ≤ v ^ 2 * (v / w) ^ (2 * (N - 1)) := by
  have hr : w * -(v / w) = -v := by field_simp
  have hsq : ∀ k : ℕ, (-(v / w)) ^ k * (-(v / w)) ^ k = (v / w) ^ (2 * k) := fun k => by
    rw [← mul_pow, neg_mul_neg, ← sq, ← pow_mul]
  obtain ⟨E, y, hy, hE, hb⟩ := exists_small_eigenvalue (ham N v w)
    (by simp [ham, Matrix.fromBlocks_transpose]) (Sum.elim (edge N (-(v / w))) 0)
    (fun h => by
      have h' := congrFun h (Sum.inl ⟨0, hN⟩)
      simp [edge] at h')
  -- only the last B site contributes to the residual
  have hres : ∑ x : Fin N, (if x.val + 1 = N then v * (-(v / w)) ^ (N - 1) else 0) *
      (if x.val + 1 = N then v * (-(v / w)) ^ (N - 1) else 0) =
      v ^ 2 * (v / w) ^ (2 * (N - 1)) := by
    rw [Finset.sum_eq_single (⟨N - 1, by omega⟩ : Fin N)]
    · rw [if_pos (by exact Nat.sub_add_cancel hN), mul_mul_mul_comm, hsq, ← sq]
    · intro m _ hm
      have hm' : ¬ m.val + 1 = N := fun h =>
        hm (Fin.ext (by show m.val = N - 1; omega))
      rw [if_neg hm', mul_zero]
    · intro h
      exact absurd (Finset.mem_univ _) h
  rw [ham_mulVec, Matrix.mulVec_zero] at hb
  simp only [dotProduct, Fintype.sum_sum_type, Sum.elim_inl, Sum.elim_inr, Pi.zero_apply,
    mul_zero, Finset.sum_const_zero, add_zero, zero_add, edge_residual hr] at hb
  rw [hres] at hb
  simp only [edge, hsq] at hb
  -- the hopping block is triangular with diagonal `v`, so `E` cannot vanish
  have hT : (hop N v w).BlockTriangular OrderDual.toDual := by
    intro i j hij
    have h : i.val < j.val := hij
    have h1 : i ≠ j := fun h' => by rw [h'] at h; omega
    have h2 : ¬ i.val = j.val + 1 := by omega
    simp only [hop, Matrix.of_apply, if_neg h1, if_neg h2, add_zero]
  have hd : (hop N v w).det ≠ 0 := by
    rw [Matrix.det_of_isLowerTriangular _ hT]
    exact Finset.prod_ne_zero_iff.2 fun i _ => by simp [hop, hv]
  have hp : IsEnergy N v w E := ⟨y, hy, hE⟩
  have hn := hp.neg
  have h0 : E ≠ 0 := by
    intro h
    obtain ⟨a, b, hab, h1, h2⟩ := isEnergy_iff.1 hp
    rw [h, zero_smul] at h1 h2
    rcases hab with hab | hab
    · exact hab (Matrix.eq_zero_of_mulVec_eq_zero (by rwa [Matrix.det_transpose]) h2)
    · exact hab (Matrix.eq_zero_of_mulVec_eq_zero hd h1)
  refine ⟨|E|, abs_pos.2 h0, ?_, ?_, by rwa [sq_abs]⟩
  · rcases abs_choice E with h | h <;> rw [h] <;> assumption
  · rcases abs_choice E with h | h <;> simp only [h, neg_neg] <;> assumption
```

The last theorem uses $S\ge1$, from the first cell alone, and takes the square root.

```lean
/-- For nonzero `v`, `w` and `N ≥ 1` cells, the chain has energies `±E` with
`0 < E ≤ |v| |v / w| ^ (N - 1)`. -/
theorem edge_pair_exponential (hN : 0 < N) (hv : v ≠ 0) (hw : w ≠ 0) :
    ∃ E, 0 < E ∧ E ≤ |v| * |v / w| ^ (N - 1) ∧ IsEnergy N v w E ∧ IsEnergy N v w (-E) := by
  obtain ⟨E, h0, hp, hn, hb⟩ := edge_pair hN hv hw
  refine ⟨E, h0, ?_, hp, hn⟩
  -- the first cell alone gives the edge state norm at least one
  have h1 : 1 ≤ ∑ n : Fin N, (v / w) ^ (2 * n.val) := by
    have h := Finset.single_le_sum (f := fun n : Fin N => (v / w) ^ (2 * n.val))
      (fun n _ => by simp only [pow_mul]; positivity) (Finset.mem_univ ⟨0, hN⟩)
    simpa using h
  have h2 : (|v| * |v / w| ^ (N - 1)) ^ 2 = v ^ 2 * (v / w) ^ (2 * (N - 1)) := by
    rw [mul_pow, sq_abs, ← pow_mul, mul_comm (N - 1) 2, pow_mul, sq_abs, ← pow_mul]
  have h3 : E ^ 2 ≤ (|v| * |v / w| ^ (N - 1)) ^ 2 := by
    rw [h2]
    exact (le_mul_of_one_le_right (sq_nonneg E) h1).trans hb
  exact le_of_abs_le (abs_le_of_sq_le_sq h3 (by positivity))

end SSHEdgePair
```

```lean
#print axioms SSHEdgePair.edge_pair_exponential
-- 'SSHEdgePair.edge_pair_exponential' depends on axioms: [propext, Classical.choice, Quot.sound]
```

**Q:** Give me numbers I can check.

**A:** For $N=1$ the energies are $\pm|v|$ and the bound is $|v|$, so it is attained. For $N=2$, $v=1$, $w=2$, the energies solve $E^4-6E^2+1=0$, and the smaller positive energy is $\sqrt2-1\approx0.414$. The simple bound gives $0.5$; the sharper one gives $1/\sqrt5\approx0.447$.

**Q:** And in my code?

**A:** Build the $2N\times2N$ matrix, call a symmetric eigenvalue routine, and compare the smallest absolute value of an eigenvalue with $|v|\,|v/w|^{N-1}$. Ordering the sites as A, B, A, B instead of all A and then all B doesn't change the spectrum. A violation well above rounding error points to a wrong matrix, for instance a leftover periodic bond or $v$ and $w$ interchanged.

Watch the rounding, though. With $v=0.5$, $w=1$ and $N=60$, the bound is $2^{-60}\approx 9\times10^{-19}$, below what a standard double-precision diagonalisation resolves for a matrix of norm about one. The two central values it returns may then be pure rounding error, and a printed zero is no evidence of an exact zero mode.

**Q:** So my rule for choosing $N$ stands?

**A:** For this finite, non-interacting chain it does: the rule guarantees a pair $\pm E$ with $E\le\tau$, hence a splitting of at most $2\tau$. It may give a longer chain than necessary, and considerably longer when $|v|$ is close to $|w|$: the simple bound drops the factor $\sqrt S$, and even the sharper bound need not equal the true energy.
